# Friction of a linearly moving wide-band level integrates to \(\hbar|s|/(2G)\) at every temperature

When an atom moves near a metal surface, one of its electronic levels may be carried through the Fermi level. The metal broadens the level, and the motion excites electron–hole pairs that take energy from the atom. For slow motion this loss acts as a friction force, \(-\gamma(x)\,v\), with a coefficient \(\gamma\) that depends on the position \(x\). In the model used here, with constant width and slope, it is largest where the level crosses the Fermi level. How much friction does the whole crossing contain, and does heating the metal change it?

Measure energies from the Fermi level and let the level sit at \(s x\), with constant slope \(s\). In the wide-band model its half-width \(G>0\) is also constant, and its spectral function, at energy \(y\) from its centre, is

\[
\rho(y)=\frac{G/\pi}{y^2+G^2}.
\]

For one non-interacting level without spin degeneracy, the zero-temperature friction is \(\gamma_0(x)=\pi\hbar s^2\rho(sx)^2\). The claim is

\[
\int_{-\infty}^{\infty}\gamma_0(x)\,dx=\frac{\hbar|s|}{2G},
\]

with the same value at any temperature \(T>0\).

## The area under the friction profile

The squared spectral function has the primitive

\[
P(y)=\frac{1}{2\pi^2}\left[\frac{y}{y^2+G^2}+\frac1G\arctan\frac yG\right].
\]

Differentiating the bracket gives

\[
\frac{G^2-y^2}{(y^2+G^2)^2}+\frac{1}{y^2+G^2}=\frac{2G^2}{(y^2+G^2)^2},
\]

so \(P'=\rho^2\). At \(y\to\pm\infty\) the rational term vanishes and the arctangent tends to \(\pm\pi/2\), hence \(P\to\pm1/(4\pi G)\) and

\[
\int_{-\infty}^{\infty}\rho(y)^2\,dy=\frac{1}{2\pi G}.
\]

For \(s\neq0\), the substitution \(y=sx\) yields

\[
\int_{-\infty}^{\infty}\gamma_0(x)\,dx=\pi\hbar s^2\cdot\frac{1}{|s|}\cdot\frac{1}{2\pi G}=\frac{\hbar|s|}{2G}.
\]

For \(s=0\) the friction is zero everywhere, and the formula still holds.

At constant velocity \(v\) the dissipated power is \(\gamma_0 v^2\). With \(x=vt\), for \(v\ne0\),

\[
\int_{-\infty}^{\infty}v^2\gamma_0(vt)\,dt=|v|\int_{-\infty}^{\infty}\gamma_0(x)\,dx=\frac{\hbar|s||v|}{2G}.
\]

For \(v=0\) both the power and the result vanish.

## Why the temperature drops out

Let \(f(e)=1/(e^{e/kT}+1)\) be the Fermi function, where the \(e\) in the exponent is the energy and the base is that of the natural exponential. Electrons within a thermal window around the Fermi level now contribute, with weight

\[
w(e)=-f'(e)=\frac{\exp(e/kT)}{kT\,(\exp(e/kT)+1)^2},\qquad
\int_{-\infty}^{\infty}w(e)\,de=f(-\infty)-f(\infty)=1.
\]

The friction becomes

\[
\gamma_T(x)=\pi\hbar s^2\int_{-\infty}^{\infty}w(e)\,\rho(e-sx)^2\,de.
\]

All factors in the double integral are non-negative, so \(x\) may be integrated first. For \(s\neq0\) that integral is \(1/(2\pi G|s|)\) whatever the value of \(e\), and the remaining integral of \(w\) is 1. The result is again \(\hbar|s|/(2G)\); for \(s=0\) both sides are zero.

In molecular dynamics with electronic friction, this gives a check on a tabulated friction profile, provided that the profile comes from this non-interacting model with constant width and slope.

## The model as real functions

```lean
import Mathlib

open Real MeasureTheory Filter Topology

namespace ElectronicFrictionSumRule

noncomputable section
```

The spectral function is \(\rho\), normalised as above.

```lean
/-- Spectral function of a wide-band level of half-width `G > 0`, at energy `y` from its centre. -/
def spectral (G y : ℝ) : ℝ := (G / π) / (y ^ 2 + G ^ 2)
```

The zero-temperature coefficient \(\gamma_0\) is taken as a definition. It is neither derived from electron dynamics nor obtained as a limit of the thermal one.

```lean
/-- Zero-temperature electronic friction at position `x` for a level at energy `s * x`
relative to the Fermi level, with half-width `G > 0`. -/
def friction (hbar G s x : ℝ) : ℝ := π * hbar * s ^ 2 * spectral G (s * x) ^ 2
```

The Fermi function takes the product `kT` as a single energy.

```lean
/-- Fermi function at energy `e` from the Fermi level, for thermal energy `kT > 0`. -/
def fermi (kT e : ℝ) : ℝ := (Real.exp (e / kT) + 1)⁻¹
```

The window \(w\) is written out explicitly; its relation to the Fermi function is proved later.

```lean
/-- Thermal window at energy `e` from the Fermi level, for thermal energy `kT > 0`. -/
def thermalWindow (kT e : ℝ) : ℝ :=
  Real.exp (e / kT) / (kT * (Real.exp (e / kT) + 1) ^ 2)
```

The thermal coefficient \(\gamma_T\) averages \(\rho^2\) over that window.

```lean
/-- Electronic friction at thermal energy `kT > 0`: the squared spectral function of the level
at `s * x`, of half-width `G > 0`, is averaged over the thermal window. -/
def thermalFriction (hbar G kT s x : ℝ) : ℝ :=
  π * hbar * s ^ 2 * ∫ e, thermalWindow kT e * spectral G (e - s * x) ^ 2
```

The last definition is the primitive \(P\).

```lean
/-- A primitive for the squared spectral function, for `G > 0`. -/
def sqPrimitive (G y : ℝ) : ℝ :=
  (y / (y ^ 2 + G ^ 2) + Real.arctan (y / G) / G) / (2 * π ^ 2)
```

## From the primitive to the zero-temperature result

Both \(\rho^2\) and \(w\) are non-negative and have explicit primitives, so one lemma serves for both. On \([-i,i]\) the fundamental theorem of calculus gives `F i - F (-i)`, which converges to `n - m`. Because the density is non-negative, this convergence proves integrability, and the integral over the line follows.

```lean
/-- A continuous non-negative density whose primitive has limits `m` and `n` at the two ends
of the line is integrable, with total weight `n - m`. -/
theorem total_weight {F f : ℝ → ℝ} {m n : ℝ} (hd : ∀ x, HasDerivAt F (f x) x)
    (hc : Continuous f) (h0 : ∀ x, 0 ≤ f x) (hbot : Tendsto F atBot (𝓝 m))
    (htop : Tendsto F atTop (𝓝 n)) : Integrable f ∧ ∫ x, f x = n - m := by
  have h : ∀ i : ℝ, ∫ x in (-i)..i, ‖f x‖ = F i - F (-i) := fun i => by
    simp_rw [Real.norm_of_nonneg (h0 _)]
    exact intervalIntegral.integral_eq_sub_of_hasDerivAt (fun x _ => hd x)
      (hc.intervalIntegrable _ _)
  have hlim : Tendsto (fun i : ℝ => ∫ x in (-i)..i, ‖f x‖) atTop (𝓝 (n - m)) := by
    simp only [h]
    exact htop.sub (hbot.comp tendsto_neg_atTop_atBot)
  have hint : Integrable f :=
    integrable_of_intervalIntegral_norm_tendsto (n - m)
      (fun i => hc.integrableOn_Ioc)
      (tendsto_neg_atTop_atBot : Tendsto (fun i : ℝ => -i) atTop atBot)
      (tendsto_id : Tendsto (fun i : ℝ => i) atTop atTop) hlim
  exact ⟨hint, integral_of_hasDerivAt_of_tendsto hd hint hbot htop⟩
```

Next comes \(P'=\rho^2\). The quotient rule and the arctangent rule supply the derivative, `h3` rewrites the arctangent's denominator, and `field_simp` with `ring` completes the algebra done by hand above.

```lean
/-- The derivative of `sqPrimitive` is the squared spectral function. -/
theorem hasDerivAt_sqPrimitive {G : ℝ} (hG : 0 < G) (y : ℝ) :
    HasDerivAt (sqPrimitive G) (spectral G y ^ 2) y := by
  have hne : y ^ 2 + G ^ 2 ≠ 0 := by positivity
  have h0 : HasDerivAt (fun z : ℝ => z ^ 2 + G ^ 2) (2 * y) y := by
    simpa using (hasDerivAt_pow 2 y).add_const (G ^ 2)
  have h1 := (hasDerivAt_id' y).fun_div h0 hne
  have h2 := (((hasDerivAt_id' y).div_const G).arctan).div_const G
  refine ((h1.fun_add h2).div_const (2 * π ^ 2)).congr_deriv ?_
  have h3 : 1 + (y / G) ^ 2 = (y ^ 2 + G ^ 2) / G ^ 2 := by
    rw [div_pow, add_div, div_self (by positivity : G ^ 2 ≠ 0), add_comm]
  rw [h3]
  unfold spectral
  field_simp
  ring
```

The limits of \(P\) follow. The rational term is squeezed between 0 and \(1/y\) for \(y>0\), and the arctangent tends to \(\pi/2\). Since \(P\) is odd (`hodd`), the limit at \(-\infty\) is the negative of the one at \(+\infty\).

```lean
/-- The squared spectral function is integrable, and its integral over all energies
is `1 / (2 π G)`. -/
theorem integral_spectral_sq {G : ℝ} (hG : 0 < G) :
    Integrable (fun y => spectral G y ^ 2) ∧
      ∫ y, spectral G y ^ 2 = 1 / (2 * π * G) := by
  have hc : Continuous (fun y => spectral G y ^ 2) :=
    (continuous_const.div (by fun_prop)
      (fun y => (by positivity : y ^ 2 + G ^ 2 ≠ 0))).pow 2
  -- the rational part of the primitive dies out, the arctangent saturates
  have hr : Tendsto (fun y : ℝ => y / (y ^ 2 + G ^ 2)) atTop (𝓝 0) := by
    refine squeeze_zero' ?_ ?_ tendsto_inv_atTop_zero
    · filter_upwards [eventually_gt_atTop (0 : ℝ)] with y hy
      positivity
    · filter_upwards [eventually_gt_atTop (0 : ℝ)] with y hy
      rw [inv_eq_one_div, div_le_div_iff₀ (by positivity) hy]
      nlinarith [sq_nonneg G]
  have ha : Tendsto (fun y : ℝ => Real.arctan (y / G)) atTop (𝓝 (π / 2)) :=
    (Real.tendsto_arctan_atTop.mono_right nhdsWithin_le_nhds).comp
      (tendsto_id.atTop_div_const hG)
  have htop : Tendsto (sqPrimitive G) atTop (𝓝 ((0 + π / 2 / G) / (2 * π ^ 2))) :=
    (hr.add (ha.div_const G)).div_const _
  have hodd : ∀ y, -sqPrimitive G (-y) = sqPrimitive G y := fun y => by
    simp only [sqPrimitive, neg_div, Real.arctan_neg, neg_sq]
    ring
  have hbot : Tendsto (sqPrimitive G) atBot (𝓝 (-((0 + π / 2 / G) / (2 * π ^ 2)))) :=
    ((htop.comp tendsto_neg_atBot_atTop).neg).congr hodd
  obtain ⟨hi, hv⟩ := total_weight (hasDerivAt_sqPrimitive hG) hc
    (fun y => sq_nonneg _) hbot htop
  refine ⟨hi, hv.trans ?_⟩
  field_simp
  ring
```

Rescaling will produce the factor \(s^2|s^{-1}|\). Lean sets \(0^{-1}=0\), so the following identity includes \(s=0\), and the theorems need no hypothesis on the slope.

```lean
/-- Squaring a slope and dividing by its magnitude leaves the magnitude. -/
theorem sq_mul_abs_inv (s : ℝ) : s ^ 2 * |s⁻¹| = |s| := by
  rcases eq_or_ne s 0 with rfl | hs
  · simp
  · have h : |s| ≠ 0 := abs_ne_zero.mpr hs
    rw [abs_inv, ← sq_abs s, pow_two, mul_assoc, mul_inv_cancel₀ h, mul_one]
```

The zero-temperature theorem assumes only `0 < G`; `hbar` and `s` are arbitrary real numbers. Step `h` is the substitution \(y=sx\), and the rest collects constants.

```lean
/-- The zero-temperature friction integrated over all positions is `ħ |s| / (2 G)`. -/
theorem integral_friction {G : ℝ} (hG : 0 < G) (hbar s : ℝ) :
    ∫ x, friction hbar G s x = hbar * |s| / (2 * G) := by
  have h : ∫ x, spectral G (s * x) ^ 2 = |s⁻¹| * ∫ y, spectral G y ^ 2 :=
    Measure.integral_comp_mul_left (fun y => spectral G y ^ 2) s
  unfold friction
  rw [integral_const_mul, h, (integral_spectral_sq hG).2, ← mul_assoc,
    mul_assoc (π * hbar), sq_mul_abs_inv]
  field_simp
```

The same substitution in time, \(x=vt\), gives the dissipated energy. The velocity is prescribed as constant, so the slowing of the atom by the friction is left out.

```lean
/-- For motion at constant velocity `v`, the zero-temperature friction power `γ v ^ 2` integrated
over all times is `ħ |s| |v| / (2 G)`. -/
theorem dissipated_energy {G : ℝ} (hG : 0 < G) (hbar s v : ℝ) :
    ∫ t, v ^ 2 * friction hbar G s (v * t) = hbar * |s| * |v| / (2 * G) := by
  have h : ∫ t, friction hbar G s (v * t) = |v⁻¹| * ∫ x, friction hbar G s x :=
    Measure.integral_comp_mul_left (friction hbar G s) v
  rw [integral_const_mul, h, integral_friction hG, ← mul_assoc, sq_mul_abs_inv]
  ring
```

## The thermal average as a convolution

The chain rule confirms that \(f'=-w\).

```lean
/-- The thermal window is minus the energy derivative of the Fermi function. -/
theorem hasDerivAt_fermi {kT : ℝ} (hT : 0 < kT) (e : ℝ) :
    HasDerivAt (fermi kT) (-thermalWindow kT e) e := by
  have hne : Real.exp (e / kT) + 1 ≠ 0 := by positivity
  have h := (((hasDerivAt_id' e).div_const kT).exp).add_const 1
  refine (h.inv hne).congr_deriv ?_
  unfold thermalWindow
  field_simp
```

Applying `total_weight` to \(-f\), whose limits are \(-1\) at \(-\infty\) and 0 at \(+\infty\), shows that the window has unit area.

```lean
/-- The thermal window is integrable and has unit area. -/
theorem integral_thermalWindow {kT : ℝ} (hT : 0 < kT) :
    Integrable (thermalWindow kT) ∧ ∫ e, thermalWindow kT e = 1 := by
  have hc : Continuous (thermalWindow kT) :=
    Continuous.div (by fun_prop) (by fun_prop)
      (fun e => (by positivity : kT * (Real.exp (e / kT) + 1) ^ 2 ≠ 0))
  have htop : Tendsto (fermi kT) atTop (𝓝 0) :=
    tendsto_inv_atTop_zero.comp (tendsto_atTop_add_const_right _ 1
      (Real.tendsto_exp_atTop.comp (tendsto_id.atTop_div_const hT)))
  have hbot : Tendsto (fermi kT) atBot (𝓝 ((0 + 1)⁻¹)) :=
    ((Real.tendsto_exp_atBot.comp (tendsto_id.atBot_div_const hT)).add_const 1).inv₀
      (by norm_num)
  obtain ⟨hi, hv⟩ := total_weight
    (fun e => ((hasDerivAt_fermi hT e).neg).congr_deriv (neg_neg _)) hc
    (fun e => by unfold thermalWindow; positivity) hbot.neg htop.neg
  exact ⟨hi, hv.trans (by norm_num)⟩
```

In the final theorem, `heven` uses the evenness of \(\rho\) to replace \(\rho(e-sx)\) by \(\rho(sx-e)\). The thermal average is then a convolution evaluated at \(u=sx\). Step `h` changes the variable from \(x\) to \(u\), and `conv` states that the integral of a convolution is the product of the two integrals, which takes the place of exchanging the order of integration by hand. The hypotheses are `0 < G` and `0 < kT`.

```lean
/-- At every temperature `kT > 0` the friction integrated over all positions is
`ħ |s| / (2 G)`. -/
theorem integral_thermalFriction {G kT : ℝ} (hG : 0 < G) (hT : 0 < kT) (hbar s : ℝ) :
    ∫ x, thermalFriction hbar G kT s x = hbar * |s| / (2 * G) := by
  obtain ⟨hw, hw1⟩ := integral_thermalWindow hT
  obtain ⟨hg, hg1⟩ := integral_spectral_sq hG
  -- thermal averaging is a convolution, whose integral factorises
  have conv : ∫ u, ∫ e, thermalWindow kT e * spectral G (u - e) ^ 2 =
      (∫ e, thermalWindow kT e) * ∫ y, spectral G y ^ 2 :=
    integral_convolution (L := ContinuousLinearMap.mul ℝ ℝ) hw hg
  have heven : ∀ u e, spectral G (e - u) = spectral G (u - e) := fun u e => by
    unfold spectral
    rw [← neg_sub u e, neg_sq]
  have h : ∫ x, ∫ e, thermalWindow kT e * spectral G (s * x - e) ^ 2 =
      |s⁻¹| * ∫ u, ∫ e, thermalWindow kT e * spectral G (u - e) ^ 2 :=
    Measure.integral_comp_mul_left
      (fun u => ∫ e, thermalWindow kT e * spectral G (u - e) ^ 2) s
  have hx : ∀ x, thermalFriction hbar G kT s x =
      π * hbar * s ^ 2 * ∫ e, thermalWindow kT e * spectral G (s * x - e) ^ 2 := fun x => by
    unfold thermalFriction
    congr 1
    exact integral_congr_ae (Eventually.of_forall fun e => by simp only [heven (s * x) e])
  simp only [hx]
  rw [integral_const_mul, h, conv, hw1, hg1, one_mul, ← mul_assoc,
    mul_assoc (π * hbar), sq_mul_abs_inv]
  field_simp

end

end ElectronicFrictionSumRule
```

```lean
#print axioms ElectronicFrictionSumRule.dissipated_energy
#print axioms ElectronicFrictionSumRule.integral_thermalFriction
```

```
'ElectronicFrictionSumRule.dissipated_energy' depends on axioms: [propext, Classical.choice, Quot.sound]
'ElectronicFrictionSumRule.integral_thermalFriction' depends on axioms: [propext, Classical.choice, Quot.sound]
```
